# For three linearly independent normalised orbitals with equal neighbour overlap $s$ and $1/2\le s^2<1$, zeroing the end-to-end overlap destroys positive definiteness

Three normalised real orbitals stand in a row. The neighbour overlaps are $s$ (first and middle) and $t$ (middle and last), and the end-to-end overlap is $u$:

$$S=\begin{pmatrix}1&s&u\\ s&1&t\\ u&t&1\end{pmatrix}.$$

A combination with real coefficients $c=(x,y,z)$ has squared norm $N(c)=c\cdot Sc$. Positive definite means $N(c)>0$ for every $c\neq0$. Truncation means setting $u=0$ while keeping $s$ and $t$.

## The admissible window for the distant overlap

$S$ is positive definite if and only if

$$s^2<1\quad\text{and}\quad (u-st)^2<(1-s^2)(1-t^2).$$

For $s=t$ this reads $2s^2-1<u<1$. Some admissible $u$ exists if and only if $s^2<1$ and $t^2<1$, whereas $u=0$ is admissible if and only if $s^2+t^2<1$.

## Cholesky factorisation after sparsification

Many codes with non-orthogonal basis orbitals solve $HC=SCE$, where $H$ is the Hamiltonian or Fock matrix, the columns of $C$ hold the coefficients of the eigenstates in that basis and $E$ is the diagonal matrix of their energies. This is often done by a Cholesky factorisation of $S$, which needs positive definiteness. In this three-orbital model, a distance cutoff on matrix elements can remove that property from a valid $S$. With a magnitude threshold $\varepsilon$ and $s=t$, dropping $|u|<\varepsilon$ from a valid matrix does so only for $1/2\le s^2<(1+\varepsilon)/2$, because $u>2s^2-1$.

Cutting off the orbitals themselves and recomputing every overlap is a different operation: the result is still a matrix of inner products, hence positive semidefinite, and it is positive definite exactly when the cut-off orbitals are linearly independent.

## Projecting out the middle orbital

Expand the norm and complete the square in $y$:

$$\begin{aligned}N&=x^2+y^2+z^2+2sxy+2tyz+2uxz\\&=(y+sx+tz)^2+ax^2+2dxz+bz^2,\end{aligned}$$

with $a=1-s^2$, $b=1-t^2$ and $d=u-st$.

**Necessity.** The combination $(1,-s,0)$ has $N=a$, so $a>0$. The combination $(-d,\,sd-ta,\,a)$ makes the square vanish and has
$$N=ad^2-2ad^2+a^2b=a(ab-d^2),$$
so $d^2<ab$.

**Sufficiency.** Multiply by $a>0$:
$$aN=a(y+sx+tz)^2+(ax+dz)^2+(ab-d^2)z^2.$$
If $N\le0$, all three terms vanish. The last gives $z=0$, the second $x=0$, the first $y=0$.

**Equal neighbours.** Here
$$(1-s^2)^2-(u-s^2)^2=(1-u)(1+u-2s^2).$$
The general condition says $|u-s^2|<1-s^2$, which is $2s^2-1<u<1$. Conversely, these two bounds force $s^2<1$ and make the product positive.

**Existence.** If $s^2,t^2<1$, take $u=st$, so that $d=0<ab$. Conversely, $0\le d^2<ab$ with $a>0$ gives $b>0$.

**Truncation.** For $u=0$ the condition $s^2t^2<(1-s^2)(1-t^2)$ reduces to $s^2+t^2<1$, which already implies $s^2<1$. With $s=t$ it fails once $s^2\ge1/2$. The combination $(1,-2s,1)$ shows the failure: its truncated squared norm is $2-4s^2$, or $(1-2s^2)/(1+2s^2)$ for coefficients of unit length.

## The Lean file

```lean
import Mathlib

open Matrix

namespace TruncatedOverlap

/-- Overlap matrix of three normalised real orbitals in a row: neighbour overlaps `s` and `t`,
end-to-end overlap `u`. -/
def overlap (s t u : ℝ) : Matrix (Fin 3) (Fin 3) ℝ :=
  !![1, s, u; s, 1, t; u, t, 1]

/-- Squared norm that the overlap matrix `S` assigns to the orbital combination with
coefficients `c`. -/
def normSq (S : Matrix (Fin 3) (Fin 3) ℝ) (c : Fin 3 → ℝ) : ℝ :=
  c ⬝ᵥ (S *ᵥ c)

/-- Projecting out the middle orbital: the squared norm is a perfect square plus a quadratic form
in the two end coefficients, whose coupling is `u - s * t`. -/
theorem normSq_eq (s t u x y z : ℝ) :
    normSq (overlap s t u) ![x, y, z] =
      (y + s * x + t * z) ^ 2 + (1 - s ^ 2) * x ^ 2 + 2 * (u - s * t) * x * z
        + (1 - t ^ 2) * z ^ 2 := by
  simp [normSq, overlap, Matrix.mulVec, dotProduct, Fin.sum_univ_three]
  ring

/-- The overlap matrix is positive definite exactly when every nonzero combination of the three
orbitals has positive squared norm. -/
theorem posDef_iff_normSq_pos (s t u : ℝ) :
    (overlap s t u).PosDef ↔ ∀ c : Fin 3 → ℝ, c ≠ 0 → 0 < normSq (overlap s t u) c := by
  have hH : (overlap s t u).IsHermitian := Matrix.IsHermitian.ext (fun i j => by
    fin_cases i <;> fin_cases j <;> simp [overlap])
  rw [Matrix.posDef_iff_dotProduct_mulVec]
  exact ⟨fun h c hc => by simpa only [normSq, star_trivial] using h.2 hc,
    fun h => ⟨hH, fun c hc => by simpa only [normSq, star_trivial] using h c hc⟩⟩

/-- Three normalised orbitals with neighbour overlaps `s`, `t` and end-to-end overlap `u` have a
positive definite overlap matrix if and only if `s ^ 2 < 1` and `u` deviates from `s * t` by less
than the square root of `(1 - s ^ 2) * (1 - t ^ 2)`. -/
theorem posDef_iff (s t u : ℝ) :
    (overlap s t u).PosDef ↔
      s ^ 2 < 1 ∧ (u - s * t) ^ 2 < (1 - s ^ 2) * (1 - t ^ 2) := by
  rw [posDef_iff_normSq_pos]
  constructor
  · intro h
    -- the first end orbital, made orthogonal to the middle one
    have h1 := h ![1, -s, 0] (fun h0 => by
      have h2 : (1 : ℝ) = 0 := congrFun h0 0
      norm_num at h2)
    rw [normSq_eq] at h1
    have hs : 0 < 1 - s ^ 2 := by linarith
    -- the last orbital, made orthogonal to the other two and scaled by `1 - s ^ 2`
    have h3 := h ![-(u - s * t), s * (u - s * t) - t * (1 - s ^ 2), 1 - s ^ 2] (fun h0 => by
      have h2 : 1 - s ^ 2 = 0 := congrFun h0 2
      linarith)
    rw [normSq_eq] at h3
    have h4 : 0 < (1 - s ^ 2) * ((1 - s ^ 2) * (1 - t ^ 2) - (u - s * t) ^ 2) := by
      linarith
    have h5 := (mul_pos_iff_of_pos_left hs).mp h4
    exact ⟨by linarith, by linarith⟩
  · rintro ⟨hs, hd⟩ c hc
    have ha : 0 < 1 - s ^ 2 := by linarith
    have hD : 0 < (1 - s ^ 2) * (1 - t ^ 2) - (u - s * t) ^ 2 := by linarith
    have hvec : c = ![c 0, c 1, c 2] := by
      funext i
      fin_cases i <;> rfl
    by_contra hneg
    have hle : normSq (overlap s t u) c ≤ 0 := not_lt.mp hneg
    rw [hvec, normSq_eq] at hle
    have hmul := mul_nonneg ha.le (neg_nonneg.mpr hle)
    -- times `1 - s ^ 2`, the squared norm is a sum of three nonnegative terms; it is assumed
    -- to be at most zero, so each term vanishes
    have p1 := mul_nonneg ha.le (sq_nonneg (c 1 + s * c 0 + t * c 2))
    have p2 := sq_nonneg ((1 - s ^ 2) * c 0 + (u - s * t) * c 2)
    have p3 := mul_nonneg hD.le (sq_nonneg (c 2))
    have e3 : ((1 - s ^ 2) * (1 - t ^ 2) - (u - s * t) ^ 2) * c 2 ^ 2 = 0 := by linarith
    have e2 : ((1 - s ^ 2) * c 0 + (u - s * t) * c 2) ^ 2 = 0 := by linarith
    have e1 : (1 - s ^ 2) * (c 1 + s * c 0 + t * c 2) ^ 2 = 0 := by linarith
    have z2 : c 2 = 0 :=
      (pow_eq_zero_iff two_ne_zero).mp ((mul_eq_zero.mp e3).resolve_left hD.ne')
    have f2 := (pow_eq_zero_iff two_ne_zero).mp e2
    rw [z2, mul_zero, add_zero] at f2
    have z0 : c 0 = 0 := (mul_eq_zero.mp f2).resolve_left ha.ne'
    have f1 := (pow_eq_zero_iff two_ne_zero).mp ((mul_eq_zero.mp e1).resolve_left ha.ne')
    rw [z0, z2, mul_zero, mul_zero, add_zero, add_zero] at f1
    apply hc
    funext i
    fin_cases i
    exacts [z0, f1, z2]

/-- For equal neighbour overlaps `s`, the overlap matrix is positive definite if and only if the
end-to-end overlap `u` lies strictly between `2 * s ^ 2 - 1` and `1`. -/
theorem posDef_equal_neighbours_iff (s u : ℝ) :
    (overlap s s u).PosDef ↔ 2 * s ^ 2 - 1 < u ∧ u < 1 := by
  rw [posDef_iff]
  constructor
  · rintro ⟨hs, hd⟩
    -- for equal neighbours both sides of `hd` are squares, so absolute values can be compared
    have hlt : |u - s * s| < 1 - s ^ 2 :=
      abs_lt_of_sq_lt_sq (by linarith) (by linarith)
    obtain ⟨h1, h2⟩ := abs_lt.mp hlt
    exact ⟨by linarith, by linarith⟩
  · rintro ⟨h1, h2⟩
    have hp := mul_pos (sub_pos.mpr h1) (sub_pos.mpr h2)
    exact ⟨by linarith, by linarith⟩

/-- Neighbour overlaps `s` and `t` can be completed by some end-to-end overlap to a positive
definite overlap matrix if and only if both are smaller than one in magnitude. -/
theorem exists_posDef_iff (s t : ℝ) :
    (∃ u, (overlap s t u).PosDef) ↔ s ^ 2 < 1 ∧ t ^ 2 < 1 := by
  constructor
  · rintro ⟨u, hu⟩
    obtain ⟨hs, hd⟩ := (posDef_iff s t u).mp hu
    have ht := (mul_pos_iff_of_pos_left (sub_pos.mpr hs)).mp
      (lt_of_le_of_lt (sq_nonneg (u - s * t)) hd)
    exact ⟨hs, by linarith⟩
  · rintro ⟨hs, ht⟩
    -- the choice `u = s * t` decouples the ends once the middle orbital is projected out
    refine ⟨s * t, (posDef_iff s t (s * t)).mpr ⟨hs, ?_⟩⟩
    have hp := mul_pos (sub_pos.mpr hs) (sub_pos.mpr ht)
    rw [sub_self]
    linarith

/-- With the end-to-end overlap set to zero, the overlap matrix is positive definite if and only
if the squares of the two neighbour overlaps add up to less than one. -/
theorem truncated_posDef_iff (s t : ℝ) :
    (overlap s t 0).PosDef ↔ s ^ 2 + t ^ 2 < 1 := by
  rw [posDef_iff]
  constructor
  · rintro ⟨-, hd⟩
    linarith
  · intro h
    exact ⟨by linarith [sq_nonneg t], by linarith⟩

/-- For equal neighbour overlaps with `1 / 2 ≤ s ^ 2 < 1`, some end-to-end overlap gives a positive
definite overlap matrix, but setting the end-to-end overlap to zero does not. -/
theorem truncation_destroys_posDef (s : ℝ) (h1 : 1 / 2 ≤ s ^ 2) (h2 : s ^ 2 < 1) :
    (∃ u, (overlap s s u).PosDef) ∧ ¬ (overlap s s 0).PosDef := by
  refine ⟨(exists_posDef_iff s s).mpr ⟨h2, h2⟩, fun h => ?_⟩
  have h3 := (truncated_posDef_iff s s).mp h
  linarith

/-- For equal neighbour overlaps `s`, the truncated overlap matrix assigns the squared norm
`2 - 4 * s ^ 2` to the orbital combination with coefficients `(1, -2 * s, 1)`. -/
theorem truncated_normSq (s : ℝ) :
    normSq (overlap s s 0) ![1, -2 * s, 1] = 2 - 4 * s ^ 2 := by
  rw [normSq_eq]
  ring

end TruncatedOverlap
```

```lean
#print axioms TruncatedOverlap.posDef_equal_neighbours_iff
-- 'TruncatedOverlap.posDef_equal_neighbours_iff' depends on axioms: [propext, Classical.choice, Quot.sound]
#print axioms TruncatedOverlap.truncation_destroys_posDef
-- 'TruncatedOverlap.truncation_destroys_posDef' depends on axioms: [propext, Classical.choice, Quot.sound]
#print axioms TruncatedOverlap.truncated_normSq
-- 'TruncatedOverlap.truncated_normSq' depends on axioms: [propext, Classical.choice, Quot.sound]
```

## From the Lean statements to the overlap matrix

`overlap s t u` is $S$, `normSq` is $N$, and `c 0`, `c 1`, `c 2` are $x,y,z$. `PosDef` is Mathlib's predicate, which includes symmetry; `posDef_iff_normSq_pos` supplies the symmetry and reduces the rest to $N(c)>0$.

`normSq_eq` is the completed square, verified by `ring`. In `posDef_iff`, `h1` and `h3` are the two test combinations. In the converse, `p1`, `p2`, `p3` are the nonnegative terms of $aN$, and `e1`, `e2`, `e3` state that each vanishes. `posDef_equal_neighbours_iff`, `exists_posDef_iff` and `truncated_posDef_iff` are the three specialisations. `truncation_destroys_posDef` combines the last two under the hypotheses $1/2\le s^2$ and $s^2<1$, and `truncated_normSq` evaluates the failing combination.

The theorems concern real $3\times3$ matrices with unit diagonal. The overlaps are free parameters, not integrals over given orbitals, so an admissible $u$ need not be the one that a particular basis and geometry produce. Conditioning and floating-point rounding do not enter: a matrix inside the window may still be nearly singular. For larger systems, a failing three-orbital principal block rules out positive definiteness of the whole matrix, but passing blocks do not establish it.
